# The Cholesky residual is the largest remainder that a positive semidefinite approximation with exact pivot rows can leave

In a Gaussian basis, the two-electron repulsion integrals are Coulomb interactions between products of basis functions. Let $\rho_i$ be the real products, numbered by a single index $i$. In atomic units the integrals form the matrix

$$M_{ij}=\iint \frac{\rho_i(\mathbf r)\,\rho_j(\mathbf r')}{|\mathbf r-\mathbf r'|}\,d\mathbf r\,d\mathbf r'.$$

This matrix is large and often close to singular, because many products are nearly linear combinations of others. A truncated Cholesky decomposition exploits this: it selects some of the products, the pivots, and builds an approximation to all of $M$ from their rows. How much of $M$ can be missing from an approximation that has these rows right?

Write $S$ for the set of pivots, $G=M[S,S]$ for the pivot block and $B=M[S,:]$ for the pivot rows. The Cholesky approximation and its residual are

$$\tilde M=M[:,S]\,G^{-1}B,\qquad R=M-\tilde M .$$

Two conditions are placed on $M$. It is positive semidefinite, which expresses that the electrostatic self-energy of a real charge distribution is never negative. The block $G$ is invertible, which says that the pivot products are linearly independent in the Coulomb metric.

Call a symmetric matrix $X$ an admissible remainder if its pivot rows vanish and $M-X$ is positive semidefinite. Then $M-X$ is an approximation that keeps self-energies non-negative and has exact pivot rows. The claim is that $R$ is admissible, and that $R-X$ is positive semidefinite for every admissible $X$.

The word "largest" refers to what is left out, so the result does not single out $\tilde M$ as the most accurate approximation: $X=0$ is admissible too, and it leaves no error. What it says is that $\tilde M$ is the part of $M$ that the pivot rows and positivity already guarantee.

## Removing the pivot components

Let $E$ be the matrix whose columns are the unit vectors of the pivots. Multiplication by $E$ from the right selects pivot columns, so $ME=M[:,S]$ and $BE=G$. Define

$$T=1-E\,G^{-1}B .$$

Column $j$ of $T$ describes the product $\rho_j$ minus its fit by the pivots in the Coulomb metric. What remains has no Coulomb interaction with any pivot:

$$BT=B-BE\,G^{-1}B=B-GG^{-1}B=0 .$$

Acting with all of $M$ gives the residual:

$$MT=M-ME\,G^{-1}B=M-M[:,S]\,G^{-1}B=R .$$

The pivot rows of $MT$ are $BT$, so the pivot rows of $R$ are zero.

Now let $X$ be any matrix with zero pivot rows, that is, $E^{\mathsf T}X=0$. Then

$$T^{\mathsf T}X=X-(G^{-1}B)^{\mathsf T}E^{\mathsf T}X=X .$$

Since $R$ is such a matrix, $T^{\mathsf T}MT=T^{\mathsf T}R=R$. The residual is thus the Coulomb matrix of the products after their pivot components have been removed.

If $X$ is also symmetric, transposing $T^{\mathsf T}X=X$ gives $XT=X$, and hence $T^{\mathsf T}XT=X$. Subtracting,

$$R-X=T^{\mathsf T}(M-X)T .$$

For every real vector $v$,

$$v^{\mathsf T}(R-X)v=(Tv)^{\mathsf T}(M-X)(Tv)\ge 0,$$

which is the comparison that was claimed.

It remains to see that $R$ is admissible. It is symmetric because $R=T^{\mathsf T}MT$ and $M$ is symmetric, and its pivot rows vanish. Symmetry of $M$ also gives $M[:,S]=B^{\mathsf T}$, so

$$v^{\mathsf T}(M-R)v=(Bv)^{\mathsf T}G^{-1}(Bv).$$

The block $G$ is positive semidefinite because it is a principal block of $M$. Its inverse is too, since $w^{\mathsf T}G^{-1}w=(G^{-1}w)^{\mathsf T}G(G^{-1}w)\ge0$. Hence $M-R$ is positive semidefinite.

## The least approximation and the maximal trace

Let $L$ be any positive semidefinite matrix with the same pivot rows as $M$. (Here $L$ is a competing approximation, not the triangular Cholesky factor that usually bears this letter.) Then $X=M-L$ is symmetric, has zero pivot rows and satisfies $M-X=L$, so it is admissible. The comparison becomes

$$R-(M-L)=L-\tilde M ,$$

which is positive semidefinite. Taking $v$ to be a unit vector shows that $L_{ii}\ge\tilde M_{ii}$: no such approximation assigns a product a smaller self-repulsion than the Cholesky approximation does.

The trace of a positive semidefinite matrix is the sum of its non-negative eigenvalues. Therefore $\operatorname{tr}X\le\operatorname{tr}R$ for every admissible $X$. If an admissible $X$ also has maximal trace, then $\operatorname{tr}(R-X)=0$, all eigenvalues of $R-X$ vanish, and $X=R$.

## An error in one pivot integral

Take

$$M=\begin{pmatrix}2&1\\1&2\end{pmatrix},\qquad X=\begin{pmatrix}1&0\\0&0\end{pmatrix},$$

with the first index as the only pivot. Then $R=\operatorname{diag}(0,\tfrac32)$. The matrix $X$ is symmetric, and $M-X$ is positive semidefinite. Its pivot row vanishes except for the diagonal entry. Yet $R-X=\operatorname{diag}(-1,\tfrac32)$ is not positive semidefinite. The comparison can thus fail when only the pivot's own self-repulsion is wrong.

## Matrices and pivots in Lean

The finite type `n` numbers the products and the finite type `k` numbers the pivots.

```lean
import Mathlib

open Matrix

namespace CholeskyResidual

noncomputable section

variable {n k : Type*} [Fintype n] [DecidableEq n] [Fintype k] [DecidableEq k]
```

The pivots are given by a map `p : k → n`, so that pivot `a` is the product `p a`. The blocks are submatrices: `M.submatrix p p` is $G$, `M.submatrix p id` is $B$, and `M.submatrix id p` is $M[:,S]$. The map need not be assumed injective, because a repeated pivot would give $G$ two equal rows and make it singular. With no pivots at all, $\tilde M=0$ and $R=M$.

```lean
/-- The Cholesky approximation `M[:,S] M[S,S]⁻¹ M[S,:]` built from the pivots `S` listed by `p`; it
has this meaning when the pivot block `M[S,S]` is invertible. -/
def pivotApprox (M : Matrix n n ℝ) (p : k → n) : Matrix n n ℝ :=
  M.submatrix id p * (M.submatrix p p)⁻¹ * M.submatrix p id

/-- The residual `R = M - M[:,S] M[S,S]⁻¹ M[S,:]`, for an invertible pivot block `M[S,S]`. -/
def residual (M : Matrix n n ℝ) (p : k → n) : Matrix n n ℝ :=
  M - pivotApprox M p
```

The matrix `residual M p` has the full size of $M$. Textbooks usually call its non-pivot block the Schur complement of $G$. Lean assigns the value zero to the inverse of a singular matrix, so these definitions have their intended meaning only when $G$ is invertible.

A Cholesky program reaches its residual by eliminating one pivot at a time. That this loop ends at the block formula for $R$ is a standard fact of linear algebra, and it is the step that connects the theorems below to such a program.

```lean
/-- An admissible remainder of `M`: a symmetric matrix `X` with zero rows (hence zero columns)
on the pivots, such that `M - X` is positive semidefinite. -/
structure IsRemainder (M : Matrix n n ℝ) (p : k → n) (X : Matrix n n ℝ) : Prop where
  symm : Xᵀ = X
  zero : ∀ a j, X (p a) j = 0
  psd : (M - X).PosSemidef
```

`IsRemainder M p X` collects the three conditions of admissibility. Only the pivot rows are required to vanish; the columns follow by symmetry. Mathlib's `PosSemidef` includes symmetry for real matrices, so for symmetric $M$ the field `symm` already follows from `psd`. The remainder $X$ itself need not be positive semidefinite.

## The projection as a matrix identity

The matrices $E$ and $T$ are `select p` and `projector M p`.

```lean
/-- The matrix whose columns are the unit vectors of the pivots. -/
def select (p : k → n) : Matrix n k ℝ := (1 : Matrix n n ℝ).submatrix id p

/-- The map `T = 1 - E M[S,S]⁻¹ M[S,:]` that removes from each product its component along the
pivots, for an invertible pivot block; `E` selects the pivots. -/
def projector (M : Matrix n n ℝ) (p : k → n) : Matrix n n ℝ :=
  1 - select p * ((M.submatrix p p)⁻¹ * M.submatrix p id)
```

The name `projector` calls for some care. For invertible $G$ one has $T^2=T$, but $T$ is generally not a symmetric matrix. It is an orthogonal projection with respect to the metric $M$, not the ordinary dot product.

```lean
omit [Fintype k] [DecidableEq k] in
/-- Multiplication by the selection matrix picks out the pivot columns. -/
theorem mul_select {m : Type*} (A : Matrix m n ℝ) (p : k → n) :
    A * select p = A.submatrix id p := by
  ext i a
  simp [select, Matrix.mul_apply, Matrix.one_apply]
```

This lemma is the rule that $E$ selects columns. It supplies both $ME=M[:,S]$ and $BE=G$.

```lean
/-- If the pivot block is invertible, then `M[S,:] T = 0` for the projector `T`, and the residual
has zero pivot rows. -/
theorem pivot_orthogonality (M : Matrix n n ℝ) (p : k → n)
    (h : IsUnit (M.submatrix p p).det) :
    M.submatrix p id * projector M p = 0 ∧ ∀ a j, residual M p (p a) j = 0 := by
  have orth : M.submatrix p id * projector M p = 0 := by
    have e : M.submatrix p id * select p = M.submatrix p p := mul_select _ p
    rw [projector, Matrix.mul_sub, Matrix.mul_one, ← Matrix.mul_assoc, e,
      ← Matrix.mul_assoc, Matrix.mul_nonsing_inv _ h, Matrix.one_mul, sub_self]
  -- the residual is `M` acting on the projected functions
  have hR : M * projector M p = residual M p := by
    rw [projector, Matrix.mul_sub, Matrix.mul_one, ← Matrix.mul_assoc, mul_select,
      residual, pivotApprox, Matrix.mul_assoc]
  refine ⟨orth, fun a j => ?_⟩
  have h0 := congrFun (congrFun orth a) j
  rw [← hR]
  simpa [Matrix.mul_apply] using h0
```

The first part, `orth`, is the calculation $BT=0$. Invertibility enters through `Matrix.mul_nonsing_inv`, which replaces $GG^{-1}$ by 1. The equation `hR` is $MT=R$. Reading row `a` of `orth` then gives the vanishing pivot rows of $R$. Positivity and symmetry of $M$ play no part yet.

```lean
/-- A matrix with zero pivot rows is unchanged when the transposed projector acts on it
from the left. -/
theorem projector_transpose_mul (M X : Matrix n n ℝ) (p : k → n)
    (h0 : ∀ a j, X (p a) j = 0) : (projector M p)ᵀ * X = X := by
  have e : (select p)ᵀ * X = 0 := by
    ext a j
    simp [select, Matrix.mul_apply, Matrix.one_apply, h0]
  rw [projector, Matrix.transpose_sub, Matrix.transpose_one, Matrix.transpose_mul,
    Matrix.sub_mul, Matrix.one_mul, Matrix.mul_assoc, e, Matrix.mul_zero, sub_zero]
```

Here `e` is $E^{\mathsf T}X=0$, and the rewriting that follows is the expansion of $T^{\mathsf T}X$. The lemma needs no invertibility, because the term containing the inverse is multiplied by zero.

```lean
/-- If the pivot block is invertible, the residual has zero pivot rows and is the matrix `M`
taken between projected functions, `R = Tᵀ M T`. -/
theorem residual_eq_congruence (M : Matrix n n ℝ) (p : k → n)
    (h : IsUnit (M.submatrix p p).det) :
    (∀ a j, residual M p (p a) j = 0) ∧
      (projector M p)ᵀ * M * projector M p = residual M p := by
  have h0 := (pivot_orthogonality M p h).2
  have hR : M * projector M p = residual M p := by
    rw [projector, Matrix.mul_sub, Matrix.mul_one, ← Matrix.mul_assoc, mul_select,
      residual, pivotApprox, Matrix.mul_assoc]
  exact ⟨h0, by rw [Matrix.mul_assoc, hR, projector_transpose_mul M _ p h0]⟩
```

The identity $T^{\mathsf T}MT=R$ follows by first replacing $MT$ by $R$ and then applying the preceding lemma to $R$.

## Admissibility and the comparison

```lean
/-- For positive semidefinite `M` with invertible pivot block, the residual is itself an
admissible remainder. -/
theorem residual_isRemainder (M : Matrix n n ℝ) (p : k → n) (hM : M.PosSemidef)
    (h : IsUnit (M.submatrix p p).det) : IsRemainder M p (residual M p) := by
  have hs : Mᵀ = M := (conjTranspose_eq_transpose_of_trivial M).symm.trans hM.1.eq
  obtain ⟨h0, hc⟩ := residual_eq_congruence M p h
  refine ⟨?_, h0, ?_⟩
  · rw [← hc, Matrix.transpose_mul, Matrix.transpose_mul, Matrix.transpose_transpose, hs,
      Matrix.mul_assoc]
  · -- `M - R` is a congruence of the inverse pivot block
    have e : (M.submatrix p id)ᴴ = M.submatrix id p := by
      rw [Matrix.conjTranspose_submatrix, hM.1.eq]
    have hp := (hM.submatrix p).inv.conjTranspose_mul_mul_same (M.submatrix p id)
    rw [e] at hp
    rw [residual, sub_sub_cancel]
    exact hp
```

Symmetry is obtained by transposing $T^{\mathsf T}MT$. For the positivity of $M-R$, `hM.submatrix p` states that $G$ is positive semidefinite, `.inv` passes to $G^{-1}$, and `conjTranspose_mul_mul_same` places it between $B^{\mathsf T}$ and $B$. The conjugate transpose appears because Mathlib treats real and complex matrices together; for real entries it is the transpose.

```lean
/-- Extremal property of the residual: for positive semidefinite `M` with invertible pivot block,
`R` is an admissible remainder, and `R - X` is positive semidefinite for every admissible
remainder `X`. -/
theorem residual_greatest (M : Matrix n n ℝ) (p : k → n) (hM : M.PosSemidef)
    (h : IsUnit (M.submatrix p p).det) :
    IsRemainder M p (residual M p) ∧
      ∀ X, IsRemainder M p X → (residual M p - X).PosSemidef := by
  refine ⟨residual_isRemainder M p hM h, fun X hX => ?_⟩
  -- the projection turns `M` into `R` and leaves `X` alone
  have hl := projector_transpose_mul M X p hX.zero
  have hr : X * projector M p = X := by
    have ht := congrArg Matrix.transpose hl
    rwa [Matrix.transpose_mul, Matrix.transpose_transpose, hX.symm] at ht
  have hp := hX.psd.conjTranspose_mul_mul_same (projector M p)
  rwa [conjTranspose_eq_transpose_of_trivial, Matrix.mul_sub, Matrix.sub_mul,
    (residual_eq_congruence M p h).2, hl, hr] at hp
```

In words: if $M$ is real and positive semidefinite and the determinant of $G$ is a unit, meaning that it is nonzero, then $R$ is an admissible remainder, and $R-X$ is positive semidefinite for every admissible remainder $X$. The equations `hl` and `hr` are $T^{\mathsf T}X=X$ and $XT=X$. The term `hp` says that $T^{\mathsf T}(M-X)T$ is positive semidefinite, and the last rewriting turns this matrix into $R-X$.

For electronic structure calculations in a finite real basis, this describes what a Cholesky treatment of the repulsion integrals omits, provided that the matrix at hand is positive semidefinite. Rounding or integral screening can spoil that property slightly, and the theorem gives no error estimate for this case.

## Approximations and traces in Lean

```lean
/-- For positive semidefinite `M` with invertible pivot block, the Cholesky approximation is the
least positive semidefinite matrix that reproduces the pivot rows of `M`. -/
theorem pivotApprox_least (M : Matrix n n ℝ) (p : k → n) (hM : M.PosSemidef)
    (h : IsUnit (M.submatrix p p).det) :
    ((pivotApprox M p).PosSemidef ∧ ∀ a j, pivotApprox M p (p a) j = M (p a) j) ∧
      ∀ L : Matrix n n ℝ, L.PosSemidef → (∀ a j, L (p a) j = M (p a) j) →
        (L - pivotApprox M p).PosSemidef := by
  obtain ⟨hR, hmax⟩ := residual_greatest M p hM h
  refine ⟨⟨?_, fun a j => ?_⟩, fun L hL hrow => ?_⟩
  · have hp := hR.psd
    rwa [residual, sub_sub_cancel] at hp
  · have h0 := hR.zero a j
    rw [residual, Matrix.sub_apply] at h0
    linarith
  · -- the error `M - L` is an admissible remainder
    have hs : Mᵀ = M := (conjTranspose_eq_transpose_of_trivial M).symm.trans hM.1.eq
    have ht : Lᵀ = L := (conjTranspose_eq_transpose_of_trivial L).symm.trans hL.1.eq
    have hX : IsRemainder M p (M - L) :=
      ⟨by rw [Matrix.transpose_sub, hs, ht],
        fun a j => by rw [Matrix.sub_apply, hrow, sub_self],
        by rwa [sub_sub_cancel]⟩
    have e : residual M p - (M - L) = L - pivotApprox M p := by
      rw [residual]
      abel
    rw [← e]
    exact hmax _ hX
```

The first half of the statement says that $\tilde M$ is positive semidefinite and has the pivot rows of $M$. The second half compares it with every other matrix `L` that has these two properties. The proof builds `hX`, the admissibility of $M-L$, and uses `e` to rewrite $R-(M-L)$ as $L-\tilde M$.

```lean
/-- For positive semidefinite `M` with invertible pivot block, the residual is the one and only
admissible remainder of maximal trace. -/
theorem trace_maximal_iff (M : Matrix n n ℝ) (p : k → n) (hM : M.PosSemidef)
    (h : IsUnit (M.submatrix p p).det) (X : Matrix n n ℝ) :
    (IsRemainder M p X ∧ ∀ Y, IsRemainder M p Y → Y.trace ≤ X.trace) ↔
      X = residual M p := by
  obtain ⟨hR, hmax⟩ := residual_greatest M p hM h
  constructor
  · rintro ⟨hX, htr⟩
    -- a positive semidefinite difference of zero trace vanishes
    have hd := hmax X hX
    have h1 := hd.trace_nonneg
    have h2 := htr _ hR
    have h3 : (residual M p - X).trace = 0 := by
      rw [Matrix.trace_sub] at h1 ⊢
      linarith
    exact (sub_eq_zero.mp (hd.trace_eq_zero_iff.mp h3)).symm
  · rintro rfl
    refine ⟨hR, fun Y hY => ?_⟩
    have h1 := (hmax Y hY).trace_nonneg
    rw [Matrix.trace_sub] at h1
    linarith

end

end CholeskyResidual
```

The equivalence contains two statements: $R$ has maximal trace among the admissible remainders, and no other admissible remainder attains it. In the first direction of the proof, `h1` gives $\operatorname{tr}(R-X)\ge0$, while `h2` gives $\operatorname{tr}R\le\operatorname{tr}X$ because $R$ is itself admissible. Together they force the trace of the difference to be zero, and `trace_eq_zero_iff` concludes that the difference vanishes. The other direction takes the trace of the comparison between $R$ and an arbitrary admissible `Y`.

```lean
#print axioms CholeskyResidual.pivotApprox_least
-- 'CholeskyResidual.pivotApprox_least' depends on axioms: [propext, Classical.choice, Quot.sound]
#print axioms CholeskyResidual.trace_maximal_iff
-- 'CholeskyResidual.trace_maximal_iff' depends on axioms: [propext, Classical.choice, Quot.sound]
```
